# The screened Green function of a one-dimensional periodic cell obeys G″ = κ²G away from the source, where its slope jumps by −1

Take a one-dimensional cell of period a > 0 with screening constant κ > 0 and a unit source at the cell boundary, with the convention −G″ + κ²G = δ. On 0 ≤ x ≤ a the periodic Green function is G(x) = cosh(κ(a/2 − x)) / (2κ sinh(κa/2)); outside this interval it is the periodic continuation, not the same formula. The theorem concerns the formula itself. It states that the formula has the given slope function as its derivative and that the slope in turn has derivative κ² times the formula, both at every real x. It also states that G(0) = G(a) and that the slope at 0 minus the slope at a is −1, which by periodicity is the jump across the source. The attempt gets each derivative from the chain rule and then shows by algebra that it equals the stated one; the error is in this last step for the second derivative.

As first written in Lean, the proof fails:

```lean
import Mathlib

open Filter Topology

namespace ScreenedPeriodicGreen

noncomputable section

/-- Screened Green function of a one-dimensional cell of period `a`, with the source at the
cell boundary; the formula is meant for `κ > 0`, `a > 0` and `0 ≤ x ≤ a`. -/
def screenedGreen (κ a x : ℝ) : ℝ :=
  Real.cosh (κ * (a / 2 - x)) / (2 * κ * Real.sinh (κ * (a / 2)))

/-- Slope of the screened Green function inside the cell, for `κ > 0` and `a > 0`. -/
def screenedSlope (κ a x : ℝ) : ℝ :=
  -Real.sinh (κ * (a / 2 - x)) / (2 * Real.sinh (κ * (a / 2)))

/-- The screened Green function satisfies `G'' = κ² G` inside the cell, takes equal values at
the two cell ends, and its slope jumps by `-1` across the source. -/
theorem screenedGreen_equation {κ a : ℝ} (hκ : 0 < κ) (ha : 0 < a) :
    (∀ x, HasDerivAt (screenedGreen κ a) (screenedSlope κ a x) x) ∧
    (∀ x, HasDerivAt (screenedSlope κ a) (κ ^ 2 * screenedGreen κ a x) x) ∧
    screenedGreen κ a 0 = screenedGreen κ a a ∧
    screenedSlope κ a 0 - screenedSlope κ a a = -1 := by
  have hS : 0 < Real.sinh (κ * (a / 2)) := Real.sinh_pos_iff.2 (by positivity)
  have hin : ∀ x : ℝ, HasDerivAt (fun y : ℝ => κ * (a / 2 - y)) (-κ) x := fun x => by
    simpa using ((hasDerivAt_id' x).const_sub (a / 2)).const_mul κ
  have e : κ * (a / 2 - a) = -(κ * (a / 2)) := by ring
  refine ⟨fun x => ?_, fun x => ?_, ?_, ?_⟩
  · have h := (hin x).cosh.div_const (2 * κ * Real.sinh (κ * (a / 2)))
    refine h.congr_deriv ?_
    unfold screenedSlope
    rw [div_eq_div_iff (by positivity) (by positivity)]
    ring
  · have h := (hin x).sinh.fun_neg.div_const (2 * Real.sinh (κ * (a / 2)))
    refine h.congr_deriv ?_
    unfold screenedGreen
    rw [← mul_div_assoc, div_eq_div_iff (by positivity) (by positivity)]
    ring
  · simp only [screenedGreen, e, sub_zero, Real.cosh_neg]
  · simp only [screenedSlope, e, sub_zero, Real.sinh_neg]
    generalize Real.sinh (κ * (a / 2)) = S at hS
    have h : S / (2 * S) = 1 / 2 := by
      rw [div_eq_div_iff (by positivity) (by positivity)]
      ring
    linear_combination (-2) * h

end

end ScreenedPeriodicGreen
```

The error:

```
Main.lean:38:25: error: Tactic `rewrite` failed: Did not find an occurrence of the pattern
  ?m.302 / ?m.303 = ?m.304 / ?m.305
in the target expression
  -(Real.cosh (κ * (a / 2 - x)) * -κ) / (2 * Real.sinh (κ * a / 2)) =
    κ ^ 2 * (Real.cosh (κ * (a / 2 - x)) / (2 * κ * Real.sinh (κ * a / 2)))

case refine_2
κ a : ℝ
hκ : 0 < κ
ha : 0 < a
hS : 0 < Real.sinh (κ * (a / 2))
hin : ∀ (x : ℝ), HasDerivAt (fun y => κ * (a / 2 - y)) (-κ) x
e : κ * (a / 2 - a) = -(κ * (a / 2))
x : ℝ
h :
  HasDerivAt (fun x => -Real.sinh (κ * (a / 2 - x)) / (2 * Real.sinh (κ * (a / 2))))
    (-(Real.cosh (κ * (a / 2 - x)) * -κ) / (2 * Real.sinh (κ * (a / 2)))) x
⊢ -(Real.cosh (κ * (a / 2 - x)) * -κ) / (2 * Real.sinh (κ * a / 2)) =
    κ ^ 2 * (Real.cosh (κ * (a / 2 - x)) / (2 * κ * Real.sinh (κ * a / 2)))
Main.lean:38:44: error: failed to synthesize
  Zero ?m.300

Hint: Additional diagnostic information may be available using the `set_option diagnostics true` command.
Main.lean:38:60: error: failed to synthesize
  Zero ?m.300

Hint: Additional diagnostic information may be available using the `set_option diagnostics true` command.
```

The first message says that `div_eq_div_iff` found no equation between two quotients. The right side was still the product `κ ^ 2 * (… / …)`, which `← mul_div_assoc` was meant to turn into a single quotient. That rewrite looks for any product of the form `x * (y / z)`, and it took `κ * (a / 2)` inside `Real.sinh` instead, as the printed `Real.sinh (κ * a / 2)` shows. The two `Zero ?m.300` messages follow from this: with no match, the type in the side goals given to `positivity` was never determined.

The repair proves the identity as `key`, for arbitrary real `C` and positive `S` in place of the hyperbolic cosine and sine. There `κ ^ 2 * (C / (2 * κ * S))` is the only product the rewrite can match, so both sides become quotients and the old steps go through. `exact key _ _ hS` then applies the identity, with `hS` supplying the positivity of the sine. Dropping `unfold screenedGreen` is mere tidying, since `exact` can see through the definition.

This version goes through:

```diff
@@ -35,7 +35,9 @@
   · have h := (hin x).sinh.fun_neg.div_const (2 * Real.sinh (κ * (a / 2)))
     refine h.congr_deriv ?_
-    unfold screenedGreen
-    rw [← mul_div_assoc, div_eq_div_iff (by positivity) (by positivity)]
-    ring
+    have key : ∀ C S : ℝ, 0 < S → -(C * -κ) / (2 * S) = κ ^ 2 * (C / (2 * κ * S)) := by
+      intro C S hS'
+      rw [← mul_div_assoc, div_eq_div_iff (by positivity) (by positivity)]
+      ring
+    exact key _ _ hS
   · simp only [screenedGreen, e, sub_zero, Real.cosh_neg]
   · simp only [screenedSlope, e, sub_zero, Real.sinh_neg]
```
